# Stretching a one-orbital density along one axis sends its Thomas-Fermi energy to zero but not its kinetic energy

Under uniform scaling, $n(\mathbf r)\to\gamma^3 n(\gamma\mathbf r)$, the Thomas-Fermi energy and the exact non-interacting kinetic energy both acquire the factor $\gamma^2$. A check of that kind misses a serious error. If the density of a single smooth real orbital is stretched along one axis only, an orbital-free calculation with the Thomas-Fermi functional ends up charging almost nothing for confinement in the other two directions, while the orbital still pays for it.

```lean
import Mathlib

open MeasureTheory Filter Topology

namespace OneDimensionalDensityScaling

noncomputable section
```

This loads the mathematical library Mathlib and opens a namespace.

```lean
/-- Three-dimensional space, split into one axis and a transverse plane. -/
abbrev Space := ℝ × (ℝ × ℝ)
```

A point is $p=(x,y)$, with $x$ on the axis and $y=(y_1,y_2)$ in the transverse plane.

```lean
/-- The coordinate map `(x, y) ↦ (g x, y)`, acting on the axis only. -/
def stretch (g : ℝ) (p : Space) : Space := (g * p.1, p.2)
```

`stretch g` is the map $(x,y)\mapsto(gx,y)$.

```lean
/-- The density scaled along one axis, `n_g(x, y) = g n(g x, y)`. -/
def scaledDensity (g : ℝ) (n : Space → ℝ) (p : Space) : ℝ := g * n (stretch g p)
```

The scaled density is $n_g(x,y)=g\,n(gx,y)$. For $g<1$ it is $n$ drawn out along the axis by the factor $1/g$, with every value multiplied by $g$ and the transverse width unchanged.

```lean
/-- The orbital scaled along one axis, `φ_g(x, y) = √g φ(g x, y)`. -/
def scaledOrbital (g : ℝ) (φ : Space → ℝ) (p : Space) : ℝ := √g * φ (stretch g p)
```

The matching orbital is $\varphi_g(x,y)=\sqrt g\,\varphi(gx,y)$.

```lean
/-- The Thomas-Fermi kinetic energy in atomic units. -/
def thomasFermi (n : Space → ℝ) : ℝ :=
  3 / 10 * (3 * Real.pi ^ 2) ^ (2 / 3 : ℝ) * ∫ p, n p ^ (5 / 3 : ℝ)
```

This is $T_{\mathrm{TF}}[n]=\frac{3}{10}(3\pi^2)^{2/3}\int n^{5/3}$ in atomic units, with the constant of the spin-unpolarised uniform electron gas.

```lean
/-- The kinetic energy of motion along the axis. -/
def axialEnergy (φ : Space → ℝ) : ℝ := 1 / 2 * ∫ p, (fderiv ℝ φ p (1, 0, 0)) ^ 2
```

`fderiv ℝ φ p (1, 0, 0)` is the derivative of $\varphi$ at $p$ along the axis, so the axial energy is $A=\frac12\int(\partial_x\varphi)^2$.

```lean
/-- The kinetic energy of motion in the transverse plane. -/
def transverseEnergy (φ : Space → ℝ) : ℝ :=
  1 / 2 * ∫ p, ((fderiv ℝ φ p (0, 1, 0)) ^ 2 + (fderiv ℝ φ p (0, 0, 1)) ^ 2)
```

Likewise $B=\frac12\int\left[(\partial_{y_1}\varphi)^2+(\partial_{y_2}\varphi)^2\right]$.

```lean
/-- The kinetic energy of one real orbital, half the integral of its squared gradient. -/
def kineticEnergy (φ : Space → ℝ) : ℝ :=
  1 / 2 * ∫ p, ((fderiv ℝ φ p (1, 0, 0)) ^ 2 + (fderiv ℝ φ p (0, 1, 0)) ^ 2
    + (fderiv ℝ φ p (0, 0, 1)) ^ 2)
```

The full kinetic energy is $T[\varphi]=\frac12\int|\nabla\varphi|^2$. It is computed from the given orbital, not by a minimisation over orbitals.

```lean
/-- A nonzero, continuously differentiable, square-integrable real orbital whose
partial derivatives are square integrable. -/
structure IsOrbital (φ : Space → ℝ) : Prop where
  smooth : ContDiff ℝ 1 φ
  nonzero : φ ≠ 0
  sq_int : Integrable (fun p => φ p ^ 2)
  dx_int : Integrable (fun p => (fderiv ℝ φ p (1, 0, 0)) ^ 2)
  dy_int : Integrable (fun p => (fderiv ℝ φ p (0, 1, 0)) ^ 2)
  dz_int : Integrable (fun p => (fderiv ℝ φ p (0, 0, 1)) ^ 2)
```

These are the conditions on $\varphi$: continuously differentiable, not identically zero, and square integrable together with its partial derivatives. The norm is left free: $\int\varphi^2=1$ describes one electron, $\int\varphi^2=2$ a doubly occupied orbital. For any other value $N=\int\varphi^2$, the normalised orbital $\varphi/\sqrt N$ has the kinetic energy $T[\varphi]/N$.

```lean
/-- Change of variables along one axis: integrability is kept and the integral is
divided by `g`. -/
theorem integral_stretch {g : ℝ} (hg : 0 < g) {F : Space → ℝ} (hF : Integrable F) :
    Integrable (fun p => F (stretch g p)) ∧ ∫ p, F (stretch g p) = g⁻¹ * ∫ p, F p := by
  have emb : MeasurableEmbedding (stretch g) :=
    ((Homeomorph.mulLeft₀ g hg.ne').prodCongr (Homeomorph.refl (ℝ × ℝ))).measurableEmbedding
  -- the image of Lebesgue measure is Lebesgue measure divided by g
  have hmap : Measure.map (stretch g) volume
      = ENNReal.ofReal g⁻¹ • (volume : Measure Space) := by
    have h := Measure.map_prod_map (volume : Measure ℝ) (volume : Measure (ℝ × ℝ))
      (measurable_const_mul g) measurable_id
    rw [Real.map_volume_mul_left hg.ne', Measure.map_id, Measure.prod_smul_left,
      abs_of_pos (inv_pos.2 hg)] at h
    exact h.symm
  constructor
  · refine emb.integrable_map_iff.1 ?_
    rw [hmap]
    exact hF.smul_measure ENNReal.ofReal_ne_top
  · rw [← emb.integral_map F, hmap, integral_smul_measure,
      ENNReal.toReal_ofReal (inv_pos.2 hg).le, smul_eq_mul]
```

In the theorems here, the hypotheses stand in brackets before the first colon that lies outside all brackets, the conclusion after that colon, and the proof after `:=`. By hand, put $x'=gx$, so $dx=dx'/g$ and
$$\int F(gx,y)\,dx\,dy=\frac1g\int F(x',y)\,dx'\,dy.$$
In Lean, `hmap` says the same about volumes.

```lean
/-- Scaling along one axis conserves the particle number. -/
theorem particle_number_scaling {g : ℝ} (hg : 0 < g) {n : Space → ℝ} (hn : Integrable n) :
    Integrable (scaledDensity g n) ∧ ∫ p, scaledDensity g n p = ∫ p, n p := by
  obtain ⟨h1, h2⟩ := integral_stretch hg hn
  refine ⟨h1.const_mul g, ?_⟩
  unfold scaledDensity
  rw [integral_const_mul, h2, ← mul_assoc, mul_inv_cancel₀ hg.ne', one_mul]
```

The prefactor $g$ cancels the $1/g$, so $\int n_g=\int n$.

```lean
/-- Under scaling along one axis the integral of `n^(5/3)` stays finite and is
multiplied by `g^(2/3)`. -/
theorem integral_five_thirds_scaling {g : ℝ} (hg : 0 < g) {n : Space → ℝ}
    (hn : ∀ p, 0 ≤ n p) (hi : Integrable (fun p => n p ^ (5 / 3 : ℝ))) :
    Integrable (fun p => scaledDensity g n p ^ (5 / 3 : ℝ)) ∧
      ∫ p, scaledDensity g n p ^ (5 / 3 : ℝ) = g ^ (2 / 3 : ℝ) * ∫ p, n p ^ (5 / 3 : ℝ) := by
  have h : (fun p => scaledDensity g n p ^ (5 / 3 : ℝ))
      = fun p => g ^ (5 / 3 : ℝ) * n (stretch g p) ^ (5 / 3 : ℝ) :=
    funext fun p => Real.mul_rpow hg.le (hn _)
  have e : g ^ (5 / 3 : ℝ) * g⁻¹ = g ^ (2 / 3 : ℝ) := by
    rw [← Real.rpow_neg_one, ← Real.rpow_add hg]
    norm_num
  obtain ⟨h1, h2⟩ := integral_stretch hg hi
  rw [h]
  refine ⟨h1.const_mul _, ?_⟩
  rw [integral_const_mul, h2, ← mul_assoc, e]
```

For $n\ge0$ the power splits, $n_g^{5/3}=g^{5/3}\,n(gx,y)^{5/3}$. Integration supplies $1/g$, hence
$$\int n_g^{5/3}=g^{5/3-1}\int n^{5/3}=g^{2/3}\int n^{5/3}.$$
The steps `h` and `e` are the splitting and the exponent arithmetic. Integrability is stated separately because Lean gives a divergent integral the value zero.

```lean
/-- The square of the scaled orbital is the scaled density. -/
theorem sq_scaledOrbital {g : ℝ} (hg : 0 < g) (φ : Space → ℝ) (p : Space) :
    scaledOrbital g φ p ^ 2 = scaledDensity g (fun q => φ q ^ 2) p := by
  unfold scaledOrbital scaledDensity
  rw [mul_pow, Real.sq_sqrt hg.le]
```

Squaring gives $\varphi_g^2=g\,\varphi(gx,y)^2$, the scaled density of $\varphi^2$.

```lean
/-- The kinetic energy of the scaled orbital is `g² A + B`, with `A` the axial and `B`
the transverse energy of the original orbital. -/
theorem kineticEnergy_scaling {g : ℝ} (hg : 0 < g) {φ : Space → ℝ} (hφ : IsOrbital φ) :
    kineticEnergy (scaledOrbital g φ) = g ^ 2 * axialEnergy φ + transverseEnergy φ := by
  have hd : Differentiable ℝ φ := hφ.smooth.differentiable (by norm_num)
  -- chain rule for the scaled orbital
  have chain : ∀ p v : Space, fderiv ℝ (scaledOrbital g φ) p v
      = √g * fderiv ℝ φ (stretch g p) (stretch g v) := by
    intro p v
    let L : Space →L[ℝ] Space := (g • ContinuousLinearMap.fst ℝ ℝ (ℝ × ℝ)).prod
      (ContinuousLinearMap.snd ℝ ℝ (ℝ × ℝ))
    have hs : stretch g = L := funext fun q => rfl
    have hL : HasFDerivAt (stretch g) L p := by
      rw [hs]
      exact L.hasFDerivAt
    have h : HasFDerivAt (scaledOrbital g φ)
        (√g • (fderiv ℝ φ (stretch g p)).comp L) p :=
      ((hd (stretch g p)).hasFDerivAt.comp p hL).const_mul (√g)
    rw [h.fderiv]
    rfl
  have h1 : stretch g (1, 0, 0) = g • ((1, 0, 0) : Space) := by simp [stretch]
  have h2 : stretch g (0, 1, 0) = (0, 1, 0) := by simp [stretch]
  have h3 : stretch g (0, 0, 1) = (0, 0, 1) := by simp [stretch]
  have hpt : ∀ p, (fderiv ℝ (scaledOrbital g φ) p (1, 0, 0)) ^ 2
      + (fderiv ℝ (scaledOrbital g φ) p (0, 1, 0)) ^ 2
      + (fderiv ℝ (scaledOrbital g φ) p (0, 0, 1)) ^ 2
      = g * (g ^ 2 * (fderiv ℝ φ (stretch g p) (1, 0, 0)) ^ 2
        + ((fderiv ℝ φ (stretch g p) (0, 1, 0)) ^ 2
          + (fderiv ℝ φ (stretch g p) (0, 0, 1)) ^ 2)) := by
    intro p
    rw [chain, chain, chain, h1, h2, h3, map_smul, smul_eq_mul]
    linear_combination (g ^ 2 * (fderiv ℝ φ (stretch g p) (1, 0, 0)) ^ 2
      + (fderiv ℝ φ (stretch g p) (0, 1, 0)) ^ 2
      + (fderiv ℝ φ (stretch g p) (0, 0, 1)) ^ 2) * Real.sq_sqrt hg.le
  have hx : Integrable (fun p => g ^ 2 * (fderiv ℝ φ p (1, 0, 0)) ^ 2) :=
    hφ.dx_int.const_mul _
  have hyz : Integrable (fun p => (fderiv ℝ φ p (0, 1, 0)) ^ 2
      + (fderiv ℝ φ p (0, 0, 1)) ^ 2) := hφ.dy_int.add hφ.dz_int
  have hsum : Integrable (fun p => g ^ 2 * (fderiv ℝ φ p (1, 0, 0)) ^ 2
      + ((fderiv ℝ φ p (0, 1, 0)) ^ 2 + (fderiv ℝ φ p (0, 0, 1)) ^ 2)) := hx.add hyz
  unfold kineticEnergy axialEnergy transverseEnergy
  rw [integral_congr_ae (ae_of_all _ hpt), integral_const_mul, (integral_stretch hg hsum).2,
    integral_add hx hyz, integral_const_mul, ← mul_assoc g, mul_inv_cancel₀ hg.ne', one_mul]
  ring
```

The chain rule (`chain`) gives
$$\partial_x\varphi_g=g^{3/2}(\partial_x\varphi)(gx,y),\qquad \partial_{y_i}\varphi_g=g^{1/2}(\partial_{y_i}\varphi)(gx,y).$$
The squares carry $g^3$ and $g$ (`hpt`). The change of variables divides both by $g$, so $T[\varphi_g]=g^2A+B$.

```lean
/-- The transverse kinetic energy of an orbital is strictly positive. -/
theorem transverseEnergy_pos {φ : Space → ℝ} (hφ : IsOrbital φ) : 0 < transverseEnergy φ := by
  have hd : Differentiable ℝ φ := hφ.smooth.differentiable (by norm_num)
  have hc := hφ.smooth.continuous_fderiv (by norm_num)
  let F : Space → ℝ := fun p => (fderiv ℝ φ p (0, 1, 0)) ^ 2 + (fderiv ℝ φ p (0, 0, 1)) ^ 2
  have hFc : Continuous F :=
    ((hc.clm_apply continuous_const).pow 2).add ((hc.clm_apply continuous_const).pow 2)
  have hFi : Integrable F := hφ.dy_int.add hφ.dz_int
  have hF0 : 0 ≤ F := fun p => add_nonneg (sq_nonneg _) (sq_nonneg _)
  by_contra hneg
  have hI : ∫ p, F p = 0 := by
    have h1 : ¬ 0 < 1 / 2 * ∫ p, F p := hneg
    have h2 : 0 ≤ ∫ p, F p := integral_nonneg hF0
    linarith
  have hF : F = 0 := Measure.eq_of_ae_eq
    ((integral_eq_zero_iff_of_nonneg hF0 hFi).1 hI) hFc continuous_zero
  -- without transverse energy the orbital is constant on every transverse plane
  have hconst : ∀ (x : ℝ) (w : ℝ × ℝ), φ (x, w) = φ (x, 0) := by
    intro x w
    have hs : ∀ u : ℝ × ℝ, HasFDerivAt (fun u => φ (x, u))
        ((fderiv ℝ φ (x, u)).comp (ContinuousLinearMap.inr ℝ ℝ (ℝ × ℝ))) u :=
      fun u => (hd (x, u)).hasFDerivAt.comp u (hasFDerivAt_prodMk_right x u)
    refine is_const_of_fderiv_eq_zero (𝕜 := ℝ) (f := fun u => φ (x, u))
      (fun u => (hs u).differentiableAt) (fun u => ?_) w 0
    rw [(hs u).fderiv]
    have h0 : (fderiv ℝ φ (x, u) (0, 1, 0)) ^ 2 + (fderiv ℝ φ (x, u) (0, 0, 1)) ^ 2 = 0 :=
      congrFun hF (x, u)
    have hy : fderiv ℝ φ (x, u) (0, 1, 0) = 0 := by nlinarith
    have hz : fderiv ℝ φ (x, u) (0, 0, 1) = 0 := by nlinarith
    refine ContinuousLinearMap.ext fun v => ?_
    have hv : ((0, v) : Space) = v.1 • ((0, 1, 0) : Space) + v.2 • ((0, 0, 1) : Space) := by
      ext <;> simp
    change fderiv ℝ φ (x, u) (0, v) = 0
    rw [hv, map_add, map_smul, map_smul, hy, hz, smul_zero, smul_zero, add_zero]
  -- a constant is square integrable over the infinite plane only if it vanishes
  have hn : Integrable (fun p : Space => φ p ^ 2)
      ((volume : Measure ℝ).prod (volume : Measure (ℝ × ℝ))) := hφ.sq_int
  have hae : (fun x : ℝ => φ (x, 0)) =ᵐ[volume] 0 := by
    filter_upwards [hn.prod_right_ae] with x hx
    have hx' : Integrable (fun _ : ℝ × ℝ => φ (x, 0) ^ 2) volume :=
      hx.congr (ae_of_all _ fun w => congrArg (· ^ 2) (hconst x w))
    rcases integrable_const_iff.1 hx' with h | h
    · exact (pow_eq_zero_iff two_ne_zero).1 h
    · have htop : (volume : Measure (ℝ × ℝ)) Set.univ = ⊤ := by
        rw [Measure.volume_eq_prod, ← Set.univ_prod_univ, Measure.prod_prod, Real.volume_univ]
        simp
      exact absurd htop h.measure_univ_lt_top.ne
  have hzero := Measure.eq_of_ae_eq hae
    (hφ.smooth.continuous.comp (by fun_prop)) continuous_zero
  exact hφ.nonzero (funext fun p => (hconst p.1 p.2).trans (congrFun hzero p.1))
```

Suppose $B$ were not positive. Its integrand is non-negative, so the integral is zero, and by continuity the integrand vanishes everywhere (`hF`). Then $\varphi(x,y)=\varphi(x,0)$ for all $y$ (`hconst`). Since $\int\varphi^2$ is finite, for almost every $x$ the constant $\varphi(x,0)^2$ has a finite integral over an infinite plane, which forces $\varphi(x,0)=0$ (`hae`). Continuity extends this to every $x$, so $\varphi=0$, a contradiction.

```lean
/-- As `g → 0⁺` the Thomas-Fermi energy of the scaled one-orbital density, finite for each
`g > 0`, tends to zero, while the kinetic energy of the orbital tends to its transverse
part, which is positive. -/
theorem thomasFermi_vanishes_kineticEnergy_survives {φ : Space → ℝ} (hφ : IsOrbital φ)
    (hi : Integrable (fun p => (φ p ^ 2) ^ (5 / 3 : ℝ))) :
    (∀ g > 0, Integrable (fun p => scaledDensity g (fun q => φ q ^ 2) p ^ (5 / 3 : ℝ))) ∧
    Tendsto (fun g => thomasFermi (scaledDensity g (fun q => φ q ^ 2))) (𝓝[>] 0) (𝓝 0) ∧
    Tendsto (fun g => kineticEnergy (scaledOrbital g φ)) (𝓝[>] 0) (𝓝 (transverseEnergy φ)) ∧
    0 < transverseEnergy φ := by
  have hs := fun (g : ℝ) (hg : 0 < g) =>
    integral_five_thirds_scaling hg (fun p => sq_nonneg (φ p)) hi
  refine ⟨fun g hg => (hs g hg).1, ?_, ?_, transverseEnergy_pos hφ⟩
  · have hp : Tendsto (fun g : ℝ => g ^ (2 / 3 : ℝ)) (𝓝[>] 0) (𝓝 0) := by
      have h := (Real.continuousAt_rpow_const 0 (2 / 3) (Or.inr (by norm_num))).tendsto
      rw [Real.zero_rpow (by norm_num)] at h
      exact h.mono_left nhdsWithin_le_nhds
    have h := hp.mul_const (thomasFermi (fun q => φ q ^ 2))
    rw [zero_mul] at h
    refine h.congr' ?_
    filter_upwards [self_mem_nhdsWithin] with g hg
    unfold thomasFermi
    rw [(hs g hg).2]
    ring
  · have hc : Continuous (fun g : ℝ => g ^ 2 * axialEnergy φ + transverseEnergy φ) := by
      fun_prop
    have h := (hc.tendsto 0).mono_left (nhdsWithin_le_nhds (s := Set.Ioi 0))
    have e : (0 : ℝ) ^ 2 * axialEnergy φ + transverseEnergy φ = transverseEnergy φ := by ring
    rw [e] at h
    refine h.congr' ?_
    filter_upwards [self_mem_nhdsWithin] with g hg
    exact (kineticEnergy_scaling hg hφ).symm
```

`𝓝[>] 0` means that $g$ approaches zero from above. With $n=\varphi^2$ and $\int n^{5/3}$ assumed finite,
$$T_{\mathrm{TF}}[n_g]=g^{2/3}\,T_{\mathrm{TF}}[n]\to0,\qquad T[\varphi_g]=g^2A+B\to B>0.$$
The proof takes the limits of these two formulas and uses `congr'` to carry them over to the energies, which agree with the formulas for $g>0$.

The normalised Gaussian $\varphi=\pi^{-3/4}e^{-(x^2+y_1^2+y_2^2)/2}$ has $A=\frac14$ and $B=\frac12$. At $g=0.001$ its kinetic energy has fallen only from $0.75$ to about $0.5$ hartree, whereas the Thomas-Fermi value has dropped from about $0.425$ to $0.004$.

```lean
/-- For every constant `C` some scaled orbital has a kinetic energy above `C` times the
Thomas-Fermi energy of its density. -/
theorem no_thomasFermi_upper_bound {φ : Space → ℝ} (hφ : IsOrbital φ)
    (hi : Integrable (fun p => (φ p ^ 2) ^ (5 / 3 : ℝ))) (C : ℝ) :
    ∃ g > 0, C * thomasFermi (scaledDensity g (fun q => φ q ^ 2))
      < kineticEnergy (scaledOrbital g φ) := by
  obtain ⟨-, h1, h2, h3⟩ := thomasFermi_vanishes_kineticEnergy_survives hφ hi
  have h4 := h1.const_mul C
  rw [mul_zero] at h4
  obtain ⟨g, hlt, hg⟩ := ((h4.eventually_lt h2 h3).and self_mem_nhdsWithin).exists
  exact ⟨g, hg, hlt⟩

end

end OneDimensionalDensityScaling
```

For any constant $C$, $C\,T_{\mathrm{TF}}[n_g]$ tends to zero and so falls below $T[\varphi_g]$ at some $g>0$. Rescaling the functional by a fixed factor therefore doesn't turn it into an upper bound for these one-orbital energies.

In a grid code the scaling needs no interpolation: multiply the stored density values by $g$ and the grid spacing along $x$ by $1/g$. The sum for $\int n^{5/3}$ is then multiplied by $g^{2/3}$, up to rounding. This tests the exponent and the use of the $x$ spacing in the code, but not the constant prefactor of the functional.

```lean
#print axioms OneDimensionalDensityScaling.particle_number_scaling
#print axioms OneDimensionalDensityScaling.sq_scaledOrbital
#print axioms OneDimensionalDensityScaling.thomasFermi_vanishes_kineticEnergy_survives
#print axioms OneDimensionalDensityScaling.no_thomasFermi_upper_bound
```

```
'OneDimensionalDensityScaling.particle_number_scaling' depends on axioms: [propext, Classical.choice, Quot.sound]
'OneDimensionalDensityScaling.sq_scaledOrbital' depends on axioms: [propext, Classical.choice, Quot.sound]
'OneDimensionalDensityScaling.thomasFermi_vanishes_kineticEnergy_survives' depends on axioms: [propext, Classical.choice, Quot.sound]
'OneDimensionalDensityScaling.no_thomasFermi_upper_bound' depends on axioms: [propext, Classical.choice, Quot.sound]
```
